# Single-determinant Dyson pole strength as a squared passive-electron overlap when the active column vanishes

Take two electrons in orthonormal spin orbitals $\varphi_0,\varphi_1$ and ionise to a one-electron ion in a relaxed orbital $\chi_0$, with overlaps $s_j=\langle\chi_0|\varphi_j\rangle$. Removing the electron from $\varphi_0$ leaves $\varphi_1$, with amplitude $D_0=s_1$; removing it from $\varphi_1$ costs a fermionic sign, $D_1=-s_0$. The total weight is $|s_1|^2+|s_0|^2$. If $\chi_0$ is orthogonal to $\varphi_0$, only $|s_1|^2$ remains: the squared overlap of the spectator electron's orbital before and after relaxation.

## Overlaps, Dyson coefficients and pole strength

Let the initial state be one Slater determinant of orthonormal $\varphi_0,\dots,\varphi_N$ and the ion one determinant of orthonormal $\chi_0,\dots,\chi_{N-1}$. The overlaps $S_{ij}=\langle\chi_i|\varphi_j\rangle$ form an $N\times(N+1)$ complex matrix, rows for the ion and columns for the initial state, both counted from $0$.

```lean
import Mathlib

open Matrix

namespace DysonPoleStrength

noncomputable section

variable {N : ℕ}
```

Write $S^{(j)}$ for $S$ without column $j$; the map `j.succAbove` lists the remaining columns in order.

```lean
/-- The overlap matrix of the `N` relaxed orbitals (rows) with the `N` initial orbitals
that remain when initial orbital `j` (column `j` of `S`) is removed. -/
def passiveOverlap (S : Matrix (Fin N) (Fin (N + 1)) ℂ) (j : Fin (N + 1)) :
    Matrix (Fin N) (Fin N) ℂ :=
  S.submatrix id j.succAbove
```

Annihilating $\varphi_j$ gives $(-1)^j$ times the determinant of the other orbitals, and two determinants overlap by the determinant of their orbital overlaps, so $D_j=(-1)^j\det S^{(j)}$.

```lean
/-- The Dyson coefficient of initial orbital `j`: the signed determinant
`(-1)^j det (S without column j)`. -/
def dysonCoeff (S : Matrix (Fin N) (Fin (N + 1)) ℂ) (j : Fin (N + 1)) : ℂ :=
  (-1) ^ (j : ℕ) * (passiveOverlap S j).det
```

The Dyson orbital $g=\sum_j D_j\varphi_j$ has squared norm $P=\sum_j|D_j|^2$, the pole strength.

```lean
/-- The pole strength: the sum of the squared moduli of the Dyson coefficients. -/
def poleStrength (S : Matrix (Fin N) (Fin (N + 1)) ℂ) : ℝ :=
  ∑ j, ‖dysonCoeff S j‖ ^ 2
```

These formulas enter Lean as definitions; no many-electron state appears. $S$ is an arbitrary matrix, so orthonormality is not imposed and the bound $P\le1$ is not among the results. At $N=0$ the empty determinant gives $P=1$.

## The bordered determinant

For numbers $v_0,\dots,v_N$, let $B(v)$ be the square matrix with row $0$ equal to $v$ and row $i+1$ equal to row $i$ of $S$.

```lean
/-- The square matrix obtained by placing the row `v` on top of the overlap matrix `S`. -/
def bordered (v : Fin (N + 1) → ℂ) (S : Matrix (Fin N) (Fin (N + 1)) ℂ) :
    Matrix (Fin (N + 1)) (Fin (N + 1)) ℂ :=
  Matrix.of (Matrix.vecCons v (fun i j => S i j))
```

Laplace expansion along row $0$ gives
$$\det B(v)=\sum_j(-1)^j v_j\det S^{(j)}=\sum_j v_jD_j .$$
`Matrix.det_succ_row_zero` is this expansion, `h` identifies each minor with $S^{(j)}$ and `h0` each entry with $v_j$.

```lean
/-- Contracting the Dyson coefficients with one-electron amplitudes `v j` gives the
determinant of the overlap matrix bordered by the row `v`. -/
theorem amplitude_eq_det_bordered (S : Matrix (Fin N) (Fin (N + 1)) ℂ)
    (v : Fin (N + 1) → ℂ) :
    ∑ j, v j * dysonCoeff S j = (bordered v S).det := by
  -- Laplace expansion along the added row
  rw [Matrix.det_succ_row_zero]
  refine Finset.sum_congr rfl fun j _ => ?_
  have h : (bordered v S).submatrix Fin.succ j.succAbove = passiveOverlap S j := by
    ext a b
    simp [bordered, passiveOverlap]
  have h0 : bordered v S 0 j = v j := by simp [bordered]
  rw [h, h0, dysonCoeff]
  ring
```

With $v$ equal to row $i$ of $S$, rows $0$ and $i+1$ of $B(v)$ coincide, so $\sum_jS_{ij}D_j=0$. Physically this sum is $\langle\chi_i|g\rangle$: the Dyson orbital is orthogonal to every occupied orbital of the ion.

```lean
/-- Every row of the overlap matrix annihilates the vector of Dyson coefficients:
`∑ j, S i j * D j = 0` for each relaxed orbital `i`. -/
theorem row_mul_dysonCoeff (S : Matrix (Fin N) (Fin (N + 1)) ℂ) (i : Fin N) :
    ∑ j, S i j * dysonCoeff S j = 0 := by
  refine (amplitude_eq_det_bordered S (fun j => S i j)).trans ?_
  -- the bordered matrix has row `i` twice
  refine Matrix.det_zero_of_row_eq (Fin.succ_ne_zero i).symm ?_
  ext j
  simp [bordered]
```

## A vanishing active column leaves one coefficient

The sign drops out of the modulus, $|D_j|=|\det S^{(j)}|$.

```lean
/-- The modulus of a Dyson coefficient is the modulus of the determinant of the overlap
matrix with that column removed. -/
theorem norm_dysonCoeff (S : Matrix (Fin N) (Fin (N + 1)) ℂ) (j : Fin (N + 1)) :
    ‖dysonCoeff S j‖ = ‖(passiveOverlap S j).det‖ := by
  simp [dysonCoeff]
```

Now assume $S_{ik}=0$ for all $i$, the hypothesis `hk`. It says that the ionised orbital $\varphi_k$, called active while the other $\varphi_j$ are called passive, is orthogonal to all occupied orbitals of the ion, which for orbitals fixed in advance, such as canonical Hartree–Fock orbitals, can hold exactly by symmetry and is in general an idealisation. It can always be arranged by a unitary mixing of the $\varphi_j$, since an $N\times(N+1)$ matrix has a nonzero kernel, but $\varphi_k$ is then chosen to fit the ion. Here it is assumed, not derived from a relaxation calculation. For $j\ne k$ the matrix $S^{(j)}$ still contains column $k$, at the position `z` with `j.succAbove z` equal to $k$, so $\det S^{(j)}=0$ and $D_j=0$.

```lean
/-- If the active orbital `k` has zero overlap with all relaxed orbitals, the Dyson
coefficients of all other initial orbitals vanish. -/
theorem dysonCoeff_eq_zero_of_ne (S : Matrix (Fin N) (Fin (N + 1)) ℂ) (k : Fin (N + 1))
    (hk : ∀ i, S i k = 0) (j : Fin (N + 1)) (hj : j ≠ k) :
    dysonCoeff S j = 0 := by
  -- the zero column `k` survives the removal of column `j`
  obtain ⟨z, hz⟩ := Fin.exists_succAbove_eq hj.symm
  have hdet : (passiveOverlap S j).det = 0 := by
    refine Matrix.det_eq_zero_of_column_eq_zero z fun i => ?_
    show S i (j.succAbove z) = 0
    rw [hz]
    exact hk i
  rw [dysonCoeff, hdet, mul_zero]
```

The sum collapses, through `Finset.sum_eq_single k`, to
$$P=|D_k|^2=|\det S^{(k)}|^2 ,$$
the squared overlap between the ion and the $N$ passive electrons in their unrelaxed orbitals. The theorem holds for every $N$, $S$ and $k$ satisfying `hk`.

```lean
/-- If the active column `k` of the overlap matrix vanishes, the pole strength is the
squared modulus of the passive-electron overlap determinant. -/
theorem poleStrength_eq_passive (S : Matrix (Fin N) (Fin (N + 1)) ℂ) (k : Fin (N + 1))
    (hk : ∀ i, S i k = 0) :
    poleStrength S = ‖(passiveOverlap S k).det‖ ^ 2 := by
  rw [poleStrength, Finset.sum_eq_single k, norm_dysonCoeff]
  · intro j _ hj
    rw [dysonCoeff_eq_zero_of_ne S k hk j hj]
    simp
  · intro h
    exact absurd (Finset.mem_univ k) h
```

For $k=0$ the remaining columns are $1,\dots,N$, and `Fin.succAbove_zero` turns the column map into `Fin.succ`.

```lean
/-- With the active orbital listed first: if column `0` vanishes, the squared Dyson
coefficients sum to the squared modulus of the determinant of columns `1, …, N`. -/
theorem sum_dysonCoeff_sq_active_first (S : Matrix (Fin N) (Fin (N + 1)) ℂ)
    (h0 : ∀ i, S i 0 = 0) :
    ∑ j, ‖dysonCoeff S j‖ ^ 2 = ‖(S.submatrix id Fin.succ).det‖ ^ 2 := by
  have h := poleStrength_eq_passive S 0 h0
  rw [passiveOverlap, Fin.succAbove_zero] at h
  exact h
```

## The identity forces the column to vanish

Suppose $\det S^{(k)}\ne0$ (`hdet`) and $P=|\det S^{(k)}|^2$. Splitting $P=|D_k|^2+\sum_{j\ne k}|D_j|^2$ (`hsplit`) makes the second sum zero (`hrest`), and its terms are non-negative, so each $D_j$ with $j\neq k$ vanishes (`hzero`). The row relation reduces to $S_{ik}D_k=0$ (`hsingle`, `hrow`), and $D_k\ne0$ (`hD`) gives $S_{ik}=0$. With the previous result this is an equivalence.

```lean
/-- For a nonzero passive-electron overlap determinant, the pole strength equals its
squared modulus if and only if the active column `k` vanishes. -/
theorem poleStrength_eq_passive_iff (S : Matrix (Fin N) (Fin (N + 1)) ℂ) (k : Fin (N + 1))
    (hdet : (passiveOverlap S k).det ≠ 0) :
    poleStrength S = ‖(passiveOverlap S k).det‖ ^ 2 ↔ ∀ i, S i k = 0 := by
  refine ⟨fun h i => ?_, poleStrength_eq_passive S k⟩
  -- the other coefficients carry no weight, so each of them vanishes
  have hsplit : ‖dysonCoeff S k‖ ^ 2 + ∑ j ∈ Finset.univ.erase k, ‖dysonCoeff S j‖ ^ 2
      = poleStrength S :=
    Finset.add_sum_erase Finset.univ (fun j => ‖dysonCoeff S j‖ ^ 2) (Finset.mem_univ k)
  have hnorm := norm_dysonCoeff S k
  have hrest : ∑ j ∈ Finset.univ.erase k, ‖dysonCoeff S j‖ ^ 2 = 0 := by
    rw [h, ← hnorm] at hsplit
    linarith
  have hzero : ∀ j, j ≠ k → dysonCoeff S j = 0 := by
    intro j hj
    have hj0 := (Finset.sum_eq_zero_iff_of_nonneg (fun j _ => sq_nonneg _)).mp hrest j
      (Finset.mem_erase.mpr ⟨hj, Finset.mem_univ j⟩)
    simpa using hj0
  -- the row relation collapses to `S i k * D k = 0`
  have hsingle : ∑ j, S i j * dysonCoeff S j = S i k * dysonCoeff S k := by
    refine Finset.sum_eq_single k (fun j _ hj => ?_) (fun h => absurd (Finset.mem_univ k) h)
    rw [hzero j hj, mul_zero]
  have hrow := row_mul_dysonCoeff S i
  rw [hsingle] at hrow
  have hD : dysonCoeff S k ≠ 0 := by
    intro hD
    rw [hD, norm_zero] at hnorm
    exact hdet (norm_eq_zero.mp hnorm.symm)
  exact (mul_eq_zero.mp hrow).resolve_right hD
```

## Factorised intensity and Gram form

Let $m_j$ be one-electron matrix elements from $\varphi_j$ to a fixed photoelectron orbital; Lean takes them as arbitrary complex numbers. Under `hk` only one term of the amplitude survives, so
$$\Big|\sum_jm_jD_j\Big|^2=|m_k|^2|D_k|^2=P\,|m_k|^2 .$$
For single-determinant initial and ionic states, with the amplitude taken in this sudden-approximation form and with $\varphi_k$ orthogonal to all occupied orbitals of the ion, the intensity of the line is the one-electron intensity scaled by the squared passive overlap. Without that orthogonality the other terms $m_jD_j$ contribute in general.

```lean
/-- If the active column `k` vanishes, the squared amplitude `|∑ j, m j * D j|²` built from
one-electron matrix elements `m j` is the pole strength times `|m k|²`. -/
theorem amplitude_sq_factorises (S : Matrix (Fin N) (Fin (N + 1)) ℂ) (k : Fin (N + 1))
    (hk : ∀ i, S i k = 0) (m : Fin (N + 1) → ℂ) :
    ‖∑ j, m j * dysonCoeff S j‖ ^ 2 = poleStrength S * ‖m k‖ ^ 2 := by
  have hsingle : ∑ j, m j * dysonCoeff S j = m k * dysonCoeff S k := by
    refine Finset.sum_eq_single k (fun j _ hj => ?_) (fun h => absurd (Finset.mem_univ k) h)
    rw [dysonCoeff_eq_zero_of_ne S k hk j hj, mul_zero]
  rw [hsingle, norm_mul, mul_pow, norm_dysonCoeff, poleStrength_eq_passive S k hk]
  ring
```

With $S^\dagger$ the conjugate transpose (`Sᴴ`), $(SS^\dagger)_{ab}=\sum_jS_{aj}\overline{S_{bj}}$, and the term $j=k$ is zero. Hence $SS^\dagger=S^{(k)}S^{(k)\dagger}$ (`hS`) and
$$\det SS^\dagger=\det S^{(k)}\;\overline{\det S^{(k)}}=P .$$
The theorem states this under `hk`, with the real $P$ cast to a complex number. The equality $P=\det SS^\dagger$ holds for every $S$ by the Cauchy–Binet formula, but only the case of a vanishing column is proved here.

```lean
/-- If the active column `k` vanishes, the pole strength equals the Gram determinant
`det (S Sᴴ)` of the rows of the overlap matrix. -/
theorem poleStrength_eq_gram_det (S : Matrix (Fin N) (Fin (N + 1)) ℂ) (k : Fin (N + 1))
    (hk : ∀ i, S i k = 0) :
    (poleStrength S : ℂ) = (S * Sᴴ).det := by
  -- the zero column drops out of the Gram matrix
  have hS : S * Sᴴ = passiveOverlap S k * (passiveOverlap S k)ᴴ := by
    ext a b
    simp only [Matrix.mul_apply, Matrix.conjTranspose_apply]
    rw [Fin.sum_univ_succAbove _ k]
    simp [hk, passiveOverlap]
  rw [hS, Matrix.det_mul, Matrix.det_conjTranspose, poleStrength_eq_passive S k hk,
    Complex.star_def, Complex.mul_conj, Complex.normSq_eq_norm_sq]
```

## A relaxed orbital that overlaps the active one

Return to two electrons with $S=(3/5,\;4/5)$, whose column $0$ is nonzero.

```lean
/-- One relaxed orbital with overlaps `3/5` and `4/5` on two initial orbitals. -/
def mixedOverlap : Matrix (Fin 1) (Fin (1 + 1)) ℂ :=
  !![3 / 5, 4 / 5]
```

Then $D_0=4/5$ and $D_1=-3/5$, so $P=16/25+9/25=1$, while $|\det S^{(0)}|^2=16/25$. The passive overlap misses the weight $9/25$ that $g$ carries on $\varphi_1$. The proof evaluates the two $1\times1$ determinants as `d0` and `d1` and adds their squared moduli.

The condition `hdet` in the equivalence matters as well, by an example that is argued only here in prose: for $N=2$ with rows $(1,0,0)$ and $(0,0,0)$ every minor has a zero row, so $P=0=|\det S^{(0)}|^2$ although $S_{00}=1$.

```lean
/-- For the overlaps `(3/5, 4/5)`, whose column `0` is nonzero, the pole strength is `1`
while the squared overlap determinant without column `0` is `16/25`. -/
theorem mixedOverlap_poleStrength :
    poleStrength mixedOverlap = 1 ∧
      ‖(passiveOverlap mixedOverlap 0).det‖ ^ 2 = 16 / 25 := by
  have d0 : (passiveOverlap mixedOverlap 0).det = 4 / 5 := by
    rw [Matrix.det_fin_one]
    rfl
  have d1 : (passiveOverlap mixedOverlap 1).det = 3 / 5 := by
    rw [Matrix.det_fin_one]
    rfl
  have hs : poleStrength mixedOverlap
      = ‖dysonCoeff mixedOverlap 0‖ ^ 2 + ‖dysonCoeff mixedOverlap 1‖ ^ 2 :=
    Fin.sum_univ_two _
  have n4 : ‖(4 / 5 : ℂ)‖ = 4 / 5 := by simp
  have n3 : ‖(3 / 5 : ℂ)‖ = 3 / 5 := by simp
  constructor
  · rw [hs, norm_dysonCoeff, norm_dysonCoeff, d0, d1, n4, n3]
    norm_num
  · rw [d0, n4]
    norm_num

end

end DysonPoleStrength
```

```lean
#print axioms DysonPoleStrength.poleStrength_eq_passive_iff
-- 'DysonPoleStrength.poleStrength_eq_passive_iff' depends on axioms: [propext, Classical.choice, Quot.sound]
#print axioms DysonPoleStrength.amplitude_sq_factorises
-- 'DysonPoleStrength.amplitude_sq_factorises' depends on axioms: [propext, Classical.choice, Quot.sound]
#print axioms DysonPoleStrength.poleStrength_eq_gram_det
-- 'DysonPoleStrength.poleStrength_eq_gram_det' depends on axioms: [propext, Classical.choice, Quot.sound]
#print axioms DysonPoleStrength.mixedOverlap_poleStrength
-- 'DysonPoleStrength.mixedOverlap_poleStrength' depends on axioms: [propext, Classical.choice, Quot.sound]
```
